# With fixed endpoints W(1) < W(0), the Padé adiabatic-connection energy tends to the full-coupling integrand W(1) as the initial slope goes to −∞

When H₂ is stretched and described by a closed-shell determinant, the gap between its occupied orbital and the lowest empty one closes. Second-order perturbation theory divides by that gap, so its correlation energy runs off to −∞, although the true energy stays finite. In the adiabatic connection, the exchange-correlation energy is the average of an integrand W(l) over coupling strengths l from 0 to 1, and the same failure shows up as an initial slope W′(0) that tends to −∞.

A Padé form for W is supposed to survive this. Let a be the value at l = 0, b the slope there, and w < a the value at l = 1. The model is

W(l) = a + b l/(1 + c l), with c = b/(w − a) − 1.

I have seen it said that its integral stays finite and tends to w as b → −∞, while the second-order value a + b/2 diverges. Can this be made rigorous, with the integral really computed and the limit really taken, and checked by machine in Lean?

## From the Padé curve to the limit of its energy

Yes, for fixed a and w with w < a. Start with b < w − a, which says that the initial slope is steeper than the chord from (0, a) to (1, w). Both b and w − a are negative, so b/(w − a) > 1 and therefore c > 0. The denominator 1 + c l is then at least 1 on the whole interval [0, 1].

The three input data are reproduced. At l = 0 the second term vanishes, so W(0) = a. The quotient rule gives

W′(l) = b/(1 + c l)²,

so W′(0) = b. The definition of c says that b = (w − a)(1 + c), and hence

W(1) = a + b/(1 + c) = a + (w − a) = w.

For the integral, split the fraction:

b l/(1 + c l) = (b/c) (1 − 1/(1 + c l)).

Since 1/(1 + c l) integrates to ln(1 + c)/c over [0, 1], the Padé energy is

E = a + (b/c) (1 − ln(1 + c)/c).

The limit is hard to read off here, because b and c grow together. Substituting b = −(a − w)(1 + c) removes b:

E − w = (a − w) [1 − (1 + c)/c + (1 + c) ln(1 + c)/c²]
= (a − w) [(1 + c) ln(1 + c) − c]/c².

The inequality ln x < x − 1, valid for positive x ≠ 1, now bounds the bracketed ratio on both sides. At x = 1/(1 + c) it gives (1 + c) ln(1 + c) > c, so the ratio is positive. At x = 1 + c it gives ln(1 + c) < c, hence (1 + c) ln(1 + c) − c < c², so the ratio is below 1. Therefore

w < E < a.

For the limit, put u = 1 + c = b/(w − a), which tends to +∞ as b → −∞. Dividing numerator and denominator by u² gives

E − w = (a − w) [ln u/u − 1/u + 1/u²]/(1 − 1/u)².

The numerator tends to 0 and the denominator to 1, so E → w. The tangent line a + b l, by contrast, integrates to a + b/2, which tends to −∞.

The curve itself shows what happens. The same substitution for b gives

W(l) − w = (a − w)(1 − l)/(1 + c l).

At any fixed l > 0 this tends to 0, while at l = 0 it equals a − w for every b. As b → −∞, most of the drop from a to w takes place in an ever narrower region near zero coupling, and that region contributes less and less to the average.

## The Lean file

```lean
import Mathlib

open Filter Topology

namespace PadeStaticCorrelation

noncomputable section

/-- The Padé parameter `c`, expressed through the values `a` and `w` of the integrand at zero and
full coupling and the initial slope `b`. -/
def padeC (a w b : ℝ) : ℝ := b / (w - a) - 1

/-- The Padé model of the adiabatic-connection integrand at coupling strength `l`. -/
def padeW (a w b l : ℝ) : ℝ := a + b * l / (1 + padeC a w b * l)

/-- The Padé energy: the integrand averaged over coupling strengths from 0 to 1. -/
def padeExc (a w b : ℝ) : ℝ := ∫ l in (0 : ℝ)..1, padeW a w b l

/-- The second-order energy: the tangent line of the integrand at zero coupling, averaged over
coupling strengths from 0 to 1. -/
def secondOrderExc (a b : ℝ) : ℝ := ∫ l in (0 : ℝ)..1, (a + b * l)

/-- When the initial slope is steeper than the chord from `a` to `w`, the Padé parameter is
positive. -/
theorem padeC_pos {a w b : ℝ} (hw : w < a) (hb : b < w - a) : 0 < padeC a w b := by
  have h : 1 < b / (w - a) := (one_lt_div_of_neg (by linarith)).2 hb
  unfold padeC
  linarith

/-- The slope is recovered from the Padé parameter and the drop of the integrand. -/
theorem slope_eq {a w : ℝ} (b : ℝ) (hw : w < a) : b = (w - a) * (1 + padeC a w b) := by
  have h : w - a ≠ 0 := by linarith
  have h2 := div_mul_cancel₀ b h
  unfold padeC
  linear_combination -h2

/-- The Padé integrand has value `a` and slope `b` at zero coupling, and value `w` at full
coupling. -/
theorem padeW_data {a w b : ℝ} (hw : w < a) (hb : b < w - a) :
    padeW a w b 0 = a ∧ HasDerivAt (padeW a w b) b 0 ∧ padeW a w b 1 = w := by
  refine ⟨by simp [padeW], ?_, ?_⟩
  · have h1 : HasDerivAt (fun l : ℝ => b * l) b 0 :=
      ((hasDerivAt_id' (0 : ℝ)).const_mul b).congr_deriv (mul_one b)
    have h2 : HasDerivAt (fun l : ℝ => 1 + padeC a w b * l) (padeC a w b) 0 :=
      (((hasDerivAt_id' (0 : ℝ)).const_mul (padeC a w b)).const_add 1).congr_deriv (mul_one _)
    have h3 := (h1.fun_div h2 (by simp)).const_add a
    exact h3.congr_deriv (by simp)
  · have hc := padeC_pos hw hb
    have hne : 1 + padeC a w b ≠ 0 := by linarith
    have h : b / (1 + padeC a w b) = w - a := (div_eq_iff hne).2 (slope_eq b hw)
    unfold padeW
    rw [mul_one, mul_one, h]
    ring

/-- Closed form of the Padé energy. -/
theorem padeExc_eq {a w b : ℝ} (hw : w < a) (hb : b < w - a) :
    padeExc a w b = a + b / padeC a w b *
      (1 - Real.log (1 + padeC a w b) / padeC a w b) := by
  have hc := padeC_pos hw hb
  unfold padeExc padeW
  generalize padeC a w b = c at hc ⊢
  have hpos : ∀ x ∈ Set.uIcc (0 : ℝ) 1, 1 + c * x ≠ 0 := by
    intro x hx
    rw [Set.uIcc_of_le zero_le_one] at hx
    have := mul_nonneg hc.le hx.1
    linarith
  -- an explicit antiderivative of the integrand
  have hd : ∀ x ∈ Set.uIcc (0 : ℝ) 1, HasDerivAt
      (fun l : ℝ => a * l + b / c * (l - Real.log (1 + c * l) / c))
      (a + b * x / (1 + c * x)) x := by
    intro x hx
    have hx0 := hpos x hx
    have h1 : HasDerivAt (fun l : ℝ => 1 + c * l) c x :=
      (((hasDerivAt_id' x).const_mul c).const_add 1).congr_deriv (mul_one c)
    have h2 := ((hasDerivAt_id' x).const_mul a).fun_add
      (((hasDerivAt_id' x).fun_sub ((h1.log hx0).div_const c)).const_mul (b / c))
    refine h2.congr_deriv ?_
    have h3 : 1 - c / (1 + c * x) / c = c * x / (1 + c * x) := by
      field_simp
      ring
    rw [h3]
    field_simp
  have hint : ContinuousOn (fun x : ℝ => a + b * x / (1 + c * x)) (Set.uIcc 0 1) :=
    continuousOn_const.add (ContinuousOn.div (by fun_prop) (by fun_prop) hpos)
  rw [intervalIntegral.integral_eq_sub_of_hasDerivAt hd hint.intervalIntegrable]
  simp

/-- Exact distance of the Padé energy from the full-coupling value `w`. -/
theorem padeExc_gap {a w b : ℝ} (hw : w < a) (hb : b < w - a) :
    padeExc a w b - w = (a - w) * (((1 + padeC a w b) * Real.log (1 + padeC a w b)
      - padeC a w b) / padeC a w b ^ 2) := by
  have hc := padeC_pos hw hb
  have hs := slope_eq b hw
  rw [padeExc_eq hw hb]
  generalize padeC a w b = c at hc hs ⊢
  generalize Real.log (1 + c) = L
  rw [hs]
  field_simp
  ring

/-- The Padé energy lies strictly between the full-coupling and zero-coupling values of the
integrand. -/
theorem padeExc_bounds {a w b : ℝ} (hw : w < a) (hb : b < w - a) :
    w < padeExc a w b ∧ padeExc a w b < a := by
  have hc := padeC_pos hw hb
  have hg := padeExc_gap hw hb
  generalize padeC a w b = c at hc hg
  have hu : 0 < 1 + c := by linarith
  have haw : 0 < a - w := by linarith
  -- strict logarithm inequalities at 1/(1+c) and at 1+c
  have h1 := mul_lt_mul_of_pos_left (Real.log_lt_sub_one_of_pos (inv_pos.2 hu)
    (inv_lt_one_of_one_lt₀ (by linarith)).ne) hu
  rw [Real.log_inv, mul_sub, mul_inv_cancel₀ hu.ne'] at h1
  have h2 := mul_lt_mul_of_pos_left (Real.log_lt_sub_one_of_pos hu (by linarith)) hu
  have hlo : 0 < ((1 + c) * Real.log (1 + c) - c) / c ^ 2 :=
    div_pos (by linarith) (by positivity)
  have hhi : ((1 + c) * Real.log (1 + c) - c) / c ^ 2 < 1 := by
    rw [div_lt_one (by positivity)]
    linarith
  have h3 := mul_pos haw hlo
  have h4 := mul_lt_mul_of_pos_left hhi haw
  constructor <;> linarith

/-- The ratio of the initial slope to the drop `w - a` grows without bound as the slope tends to
minus infinity. -/
theorem ratio_tendsto {a w : ℝ} (hw : w < a) :
    Tendsto (fun b : ℝ => b / (w - a)) atBot atTop := by
  refine tendsto_atTop.2 fun M => ?_
  filter_upwards [eventually_le_atBot (M * (w - a))] with b hb
  exact (le_div_iff_of_neg (by linarith)).2 hb

/-- As the initial slope tends to minus infinity, the Padé energy tends to the full-coupling
value `w`, while the second-order energy tends to minus infinity. -/
theorem pade_static_limit {a w : ℝ} (hw : w < a) :
    Tendsto (padeExc a w) atBot (𝓝 w) ∧ Tendsto (secondOrderExc a) atBot atBot := by
  constructor
  · have hlog : Tendsto (fun u : ℝ => Real.log u / u) atTop (𝓝 0) :=
      Real.isLittleO_log_id_atTop.tendsto_div_nhds_zero
    have hi : Tendsto (fun u : ℝ => u⁻¹) atTop (𝓝 0) := tendsto_inv_atTop_zero
    have hden : Tendsto (fun u : ℝ => (1 - u⁻¹) ^ 2) atTop (𝓝 ((1 - 0) ^ 2)) :=
      (tendsto_const_nhds.sub hi).pow 2
    have h := ((((hlog.sub hi).add (hi.pow 2)).div hden (by norm_num)).const_mul
      (a - w)).const_add w
    have e : w + (a - w) * ((0 - 0 + 0 ^ 2) / (1 - 0) ^ 2) = w := by norm_num
    rw [e] at h
    refine (h.comp (ratio_tendsto hw)).congr' ?_
    filter_upwards [eventually_lt_atBot (w - a)] with b hb
    -- the gap formula, rewritten in terms of u = 1 + c
    have hc := padeC_pos hw hb
    have hg := padeExc_gap hw hb
    have hu : b / (w - a) = 1 + padeC a w b := by unfold padeC; ring
    show w + (a - w) * ((Real.log (b / (w - a)) / (b / (w - a)) - (b / (w - a))⁻¹
      + (b / (w - a))⁻¹ ^ 2) / (1 - (b / (w - a))⁻¹) ^ 2) = padeExc a w b
    rw [hu]
    generalize padeC a w b = c at hc hg ⊢
    generalize Real.log (1 + c) = L at hg ⊢
    have hne : 1 + c ≠ 0 := by linarith
    have h1 : 1 - (1 + c)⁻¹ = c / (1 + c) := by
      field_simp
      ring
    have h2 : (L / (1 + c) - (1 + c)⁻¹ + (1 + c)⁻¹ ^ 2) / (c / (1 + c)) ^ 2
        = ((1 + c) * L - c) / c ^ 2 := by
      field_simp
      ring
    rw [h1, h2]
    linarith
  · have hs : ∀ b : ℝ, secondOrderExc a b = a + b / 2 := by
      intro b
      unfold secondOrderExc
      have hd : ∀ x ∈ Set.uIcc (0 : ℝ) 1,
          HasDerivAt (fun l : ℝ => a * l + b / 2 * (l * l)) (a + b * x) x := by
        intro x _
        have h := ((hasDerivAt_id' x).const_mul a).fun_add
          (((hasDerivAt_id' x).fun_mul (hasDerivAt_id' x)).const_mul (b / 2))
        exact h.congr_deriv (by ring)
      have hcont : Continuous (fun x : ℝ => a + b * x) := by fun_prop
      rw [intervalIntegral.integral_eq_sub_of_hasDerivAt hd (hcont.intervalIntegrable 0 1)]
      show a * 1 + b / 2 * (1 * 1) - (a * 0 + b / 2 * (0 * 0)) = a + b / 2
      ring
    refine tendsto_atBot.2 fun M => ?_
    filter_upwards [eventually_le_atBot (2 * (M - a))] with b hb
    rw [hs]
    linarith

/-- At every fixed positive coupling strength, the Padé integrand tends to `w` as its initial
slope tends to minus infinity. -/
theorem padeW_tendsto {a w l : ℝ} (hw : w < a) (hl : 0 < l) :
    Tendsto (fun b => padeW a w b l) atBot (𝓝 w) := by
  have hd : Tendsto (fun b => 1 + padeC a w b * l) atBot atTop := by
    refine tendsto_atTop.2 fun M => ?_
    filter_upwards [(ratio_tendsto hw).eventually_ge_atTop ((M - 1) / l + 1)] with b hb
    have h : (M - 1) / l ≤ padeC a w b := by unfold padeC; linarith
    have := (div_le_iff₀ hl).1 h
    linarith
  have h := ((tendsto_inv_atTop_zero.comp hd).const_mul ((a - w) * (1 - l))).const_add w
  rw [mul_zero, add_zero] at h
  refine h.congr' ?_
  filter_upwards [eventually_lt_atBot (w - a)] with b hb
  have hc := padeC_pos hw hb
  have hs := slope_eq b hw
  show w + (a - w) * (1 - l) * (1 + padeC a w b * l)⁻¹ = padeW a w b l
  unfold padeW
  generalize padeC a w b = c at hc hs ⊢
  have hne : 1 + c * l ≠ 0 := by positivity
  rw [hs]
  field_simp
  ring

end

end PadeStaticCorrelation
```

```lean
#print axioms PadeStaticCorrelation.padeW_data
#print axioms PadeStaticCorrelation.padeExc_bounds
#print axioms PadeStaticCorrelation.pade_static_limit
#print axioms PadeStaticCorrelation.padeW_tendsto
```

```
'PadeStaticCorrelation.padeW_data' depends on axioms: [propext, Classical.choice, Quot.sound]
'PadeStaticCorrelation.padeExc_bounds' depends on axioms: [propext, Classical.choice, Quot.sound]
'PadeStaticCorrelation.pade_static_limit' depends on axioms: [propext, Classical.choice, Quot.sound]
'PadeStaticCorrelation.padeW_tendsto' depends on axioms: [propext, Classical.choice, Quot.sound]
```

## What the theorems say about the model

The real numbers `a`, `w`, `b` and `l` are the quantities of the derivation. In density-functional terms, `a` stands for the exchange energy of the Kohn–Sham determinant, `b` for twice the second-order correlation energy, and `w` for the exchange-correlation integrand at full coupling. `padeC` is the parameter c and `padeW` is the curve W(l). `padeExc` is defined as the integral of that curve over [0, 1], so the logarithmic formula is a theorem about it. Likewise, `secondOrderExc` is defined as the integral of the tangent line, and its value a + b/2 is derived inside the proof.

Two hypotheses recur. `hw : w < a` says that the integrand is lower at full coupling than at zero coupling, as expected when electrons correlate to reduce their repulsion. `hb : b < w - a` says that the curve starts more steeply than its chord, as a strictly convex curve does. The boundary case b = w − a makes W a straight line with c = 0; it is excluded, since the closed form divides by c.

The main theorem, `pade_static_limit`, needs only `hw`. Its first part, `Tendsto (padeExc a w) atBot (𝓝 w)`, says that the Padé energy, as a function of b with a and w fixed, tends to w as b → −∞. Its second part says that the second-order energy tends to −∞ in the same limit. No assumption on b is needed, because every sufficiently negative b satisfies `hb`.

The first four results named below hold at each finite b and assume both `hw` and `hb`. The fifth, `padeW_tendsto`, is again a limit b → −∞ and needs only `hw` and l > 0:

- `padeW_data` gives the value and slope at l = 0 and the value at l = 1.
- `padeExc_eq` is the closed form, and `padeExc_gap` is the exact distance from w.
- `padeExc_bounds` places the energy strictly between w and a.
- `padeW_tendsto` is the collapse of the integrand to w at each fixed l > 0.

For correlation functionals built on the adiabatic connection, the result shows that a Padé interpolation with a fixed, finite endpoint w stays bounded where second-order perturbation theory diverges. It does not show that the resulting energy is accurate: the limit is whatever w was supplied, so the quality of the answer at strong static correlation rests on that input. In a real dissociation curve a and w also change with bond length, whereas here only b moves. No Hamiltonian or density appears, and the divergence of b is taken as the limit to study; it is not derived from a closing orbital gap.

## How the proof follows the calculation

**Sign and slope.** `padeC_pos` obtains 1 < b/(w − a) from the rule for dividing by a negative number and subtracts 1. `slope_eq` is the rearrangement b = (w − a)(1 + c), which the later proofs use to eliminate b.

**Endpoint data.** In `padeW_data`, the derivative at zero is assembled from the derivatives of b l and 1 + c l by the quotient rule. The value at l = 1 comes from `slope_eq`, which turns b/(1 + c) into w − a.

**The integral.** `padeExc_eq` first shows that 1 + c x is nonzero on the interval. It then differentiates the explicit antiderivative

a l + (b/c) (l − ln(1 + c l)/c)

and checks that the result is the integrand. Continuity of the integrand gives integrability, and the fundamental theorem of calculus, `intervalIntegral.integral_eq_sub_of_hasDerivAt`, turns the integral into a difference of endpoint values.

**The gap.** `padeExc_gap` inserts the closed form and renames the logarithm `L`, since no property of it is needed at this point. It then replaces b through `slope_eq`. What remains is an identity between rational expressions in a, w, c and L, which `field_simp` and `ring` settle.

**The bounds.** `padeExc_bounds` applies `Real.log_lt_sub_one_of_pos` at 1/(1 + c) and at 1 + c, multiplying each inequality by 1 + c. These are the two inequalities used by hand. They appear as `h1` and `h2` and yield `hlo` and `hhi`, which place the ratio between 0 and 1, and multiplication by a − w finishes the argument.

**The limit.** `ratio_tendsto` proves that u = b/(w − a) tends to +∞: for any target M, every b ≤ M(w − a) gives u ≥ M, the inequality reversing because w − a is negative. In `pade_static_limit`, the fact that ln u/u → 0 comes from Mathlib's statement that the logarithm is little-o of the identity. The limits of the separate terms are combined into the limit of the expression in u and composed with `ratio_tendsto`. The step `congr'` then allows this expression to be replaced by `padeExc a w b`, provided the two agree for all sufficiently negative b. They do so once b < w − a, by `padeExc_gap` and the division by u² carried out above.

For the second-order part, the antiderivative a l + (b/2) l² gives a + b/2. For any prescribed M, this is at most M as soon as b ≤ 2(M − a), which is the required divergence.

**The collapse of the curve.** `padeW_tendsto` shows that 1 + c l grows without bound when l > 0 is fixed, so its inverse tends to 0. Multiplying by (a − w)(1 − l) and adding w gives the limit w, and the formula for W(l) − w identifies the expression with the Padé integrand.
